# Bounding the jump of a real function across one bond of a ring by the kinetic energy on the other bonds, whose masses are positive

On a finite ring of `N` sites, let `ψ` be a real function, not necessarily normalised, and give each bond from `i` to `i + 1` an inverse mass `m i`, positive on every bond except possibly `a`. The theorem `gradient_sq_le` says that the squared difference of `ψ` across `a` is at most the product of two sums over the other bonds: the sum of the masses `1 / m i`, and the kinetic energy, here the sum of `m i * (ψ (i + 1) - ψ i) ^ 2` with no factor of one half. The differences round the ring add up to zero, so the proof writes the difference across `a` as minus the sum of the others. It then applies the Cauchy–Schwarz inequality to that sum.

In Lean, a first try:

```lean
import Mathlib

open Finset

namespace GradientSqLe

noncomputable section

variable {N : ℕ} [NeZero N]

/-- The sum of the masses `1 / m i` over all bonds except `a`, for inverse masses that are
nonzero on those bonds. -/
def restMass (m : ZMod N → ℝ) (a : ZMod N) : ℝ :=
  ∑ i ∈ univ.erase a, 1 / m i

/-- The differences of a function across the bonds of a ring add up to zero. -/
theorem sum_gradient (ψ : ZMod N → ℝ) : ∑ i, (ψ (i + 1) - ψ i) = 0 := by
  have h := Equiv.sum_comp (Equiv.addRight (1 : ZMod N)) ψ
  simp only [Equiv.coe_addRight] at h
  rw [Finset.sum_sub_distrib, h, sub_self]

/-- If the inverse masses are positive on all bonds except `a`, the squared difference across
`a` is at most the mass of the other bonds times their kinetic energy. -/
theorem gradient_sq_le {m : ZMod N → ℝ} {a : ZMod N} (hpos : ∀ i, i ≠ a → 0 < m i)
    (ψ : ZMod N → ℝ) :
    (ψ (a + 1) - ψ a) ^ 2 ≤
      restMass m a * ∑ i ∈ univ.erase a, m i * (ψ (i + 1) - ψ i) ^ 2 := by
  have h0 : ψ (a + 1) - ψ a = -∑ i ∈ univ.erase a, (ψ (i + 1) - ψ i) := by
    have h1 := Finset.add_sum_erase univ (fun i => ψ (i + 1) - ψ i) (mem_univ a)
    have h2 := sum_gradient ψ
    simp only at h1
    linarith
  rw [h0, neg_sq]
  unfold restMass
  -- Cauchy-Schwarz with weights 1 / m and m
  refine Finset.sum_sq_le_sum_mul_sum_of_sq_eq_mul _ ?_ ?_ ?_
  · intro i hi
    exact (one_div_pos.mpr (hpos i (ne_of_mem_erase hi))).le
  · intro i hi
    exact mul_nonneg (hpos i (ne_of_mem_erase hi)).le (sq_nonneg _)
  · intro i hi
    have h := (hpos i (ne_of_mem_erase hi)).ne'
    rw [← mul_assoc, one_div_mul_cancel h, one_mul]

end

end GradientSqLe
```

Messages:

```
Main.lean:31:4: error: `simp` made no progress
Main.lean:36:9: warning: `Finset.sum_sq_le_sum_mul_sum_of_sq_eq_mul` has been deprecated: Use `Finset.sum_sq_le_sum_mul_sum_of_sq_le_mul` instead

Note: The updated constant has a different type:
  ∀ {ι : Type u_1} {R : Type u_2} [inst : CommSemiring R] [inst_1 : LinearOrder R] [IsStrictOrderedRing R]
    [ExistsAddOfLE R] (s : Finset ι) {r f g : ι → R},
    (∀ i ∈ s, 0 ≤ f i) →
      (∀ i ∈ s, 0 ≤ g i) → (∀ i ∈ s, r i ^ 2 ≤ f i * g i) → (∑ i ∈ s, r i) ^ 2 ≤ (∑ i ∈ s, f i) * ∑ i ∈ s, g i
instead of
  ∀ {ι : Type u_1} {R : Type u_2} [inst : CommSemiring R] [inst_1 : LinearOrder R] [IsStrictOrderedRing R]
    [ExistsAddOfLE R] (s : Finset ι) {r f g : ι → R},
    (∀ i ∈ s, 0 ≤ f i) →
      (∀ i ∈ s, 0 ≤ g i) → (∀ i ∈ s, r i ^ 2 = f i * g i) → (∑ i ∈ s, r i) ^ 2 ≤ (∑ i ∈ s, f i) * ∑ i ∈ s, g i
```

Diagnosis. The only error is at `simp only at h1`. With no lemmas listed, this call could at most tidy the form of `h1`, for example by applying the `fun` passed to `Finset.add_sum_erase` to its arguments. Lean had already done that when it gave `h1` its type, so nothing was left to simplify, and `simp` fails when it makes no progress. Deleting the line cures the error, and `linarith` can use `h1` as it stands.

The other message is a deprecation warning, which doesn't stop the file compiling. The old Cauchy–Schwarz lemma asks that each squared term equal the product of the two weighted terms, while its replacement, `Finset.sum_sq_le_sum_mul_sum_of_sq_le_mul`, asks only for `≤`. The repair switches to the new lemma and uses `le_of_eq` to pass from the equality, proved by the same rewrites as before, to the inequality now required.

The repair, with which the file compiles:

```diff
@@ -29,10 +29,10 @@
     have h1 := Finset.add_sum_erase univ (fun i => ψ (i + 1) - ψ i) (mem_univ a)
     have h2 := sum_gradient ψ
-    simp only at h1
+
     linarith
   rw [h0, neg_sq]
   unfold restMass
   -- Cauchy-Schwarz with weights 1 / m and m
-  refine Finset.sum_sq_le_sum_mul_sum_of_sq_eq_mul _ ?_ ?_ ?_
+  refine Finset.sum_sq_le_sum_mul_sum_of_sq_le_mul _ ?_ ?_ ?_
   · intro i hi
     exact (one_div_pos.mpr (hpos i (ne_of_mem_erase hi))).le
@@ -41,5 +41,5 @@
   · intro i hi
     have h := (hpos i (ne_of_mem_erase hi)).ne'
-    rw [← mul_assoc, one_div_mul_cancel h, one_mul]
+    exact le_of_eq (by rw [← mul_assoc, one_div_mul_cancel h, one_mul])
 
 end
```
